# With two levels at a fixed gap, the coupling scheme with the smaller off-diagonal element is the purer one

Suppose I take a coupling scheme to be nothing more than an orthonormal basis of the two-dimensional space spanned by two levels. For the two $J=1$ levels of an $sp$ configuration, taken at one fixed magnetic quantum number, $LS$ coupling gives one such basis and $jj$ coupling another. I would like to call the scheme with the smaller off-diagonal element the purer one. But mixing depends on the off-diagonal element relative to the splitting of the diagonal elements, and that splitting also changes from scheme to scheme. Could a scheme have the smaller off-diagonal element and still mix its states more?

## The gap ties the diagonal splitting to the off-diagonal element

No, provided that the two levels have different energies. Both schemes describe the same Hamiltonian, so they share its gap $g$. In a real basis with diagonal elements $a,b$ and off-diagonal element $v$, we have $g^2=(a-b)^2+4v^2$. A smaller $|v|$ therefore forces a larger diagonal splitting, and both changes reduce the mixing.

To derive the purity itself, let $\psi_0,\psi_1$ be orthonormal eigenstates of $T$ with real energies $E_0\neq E_1$, and let $e_0,e_1$ be the basis states of a scheme. Write $v=\langle e_0,Te_1\rangle$. Pick one eigenstate $\psi_k$, call the other $\psi_l$, and set $g=E_k-E_l$; only $g^2$ will matter. Expanding $e_1$ in eigenstates and applying $T$ gives

$$v=E_k\langle e_0,\psi_k\rangle\langle\psi_k,e_1\rangle+E_l\langle e_0,\psi_l\rangle\langle\psi_l,e_1\rangle .$$

The same expansion of $\langle e_0,e_1\rangle=0$ reads

$$\langle e_0,\psi_k\rangle\langle\psi_k,e_1\rangle+\langle e_0,\psi_l\rangle\langle\psi_l,e_1\rangle=0 .$$

Subtracting $E_l$ times the second line from the first leaves

$$v=(E_k-E_l)\langle e_0,\psi_k\rangle\langle\psi_k,e_1\rangle .$$

The weights $w_i=|\langle e_i,\psi_k\rangle|^2$ add up to one. Let the purity $p$ be the larger weight, so that $p\ge\tfrac12$ and the other weight is $1-p$. Taking squared moduli,

$$|v|^2=g^2w_0w_1=g^2p(1-p),\qquad 1-\frac{4|v|^2}{g^2}=(2p-1)^2 .$$

Since $2p-1\ge0$, the square root gives

$$p=\frac12\left(1+\sqrt{1-\frac{4|v|^2}{g^2}}\right).$$

The result is the same for both eigenstates. For two schemes $e$ and $f$, with off-diagonal elements $v_e,v_f$ and purities $p_e,p_f$,

$$|v_f|^2-|v_e|^2=g^2(p_e-p_f)(p_e+p_f-1).$$

The last factor is never negative, and it is positive when the purities differ. Hence $p_e>p_f$ exactly when $|v_e|<|v_f|$.

## Two schemes with levels at 9 and −1

Take the matrices

$$\begin{pmatrix}8&3\\3&0\end{pmatrix},\qquad\begin{pmatrix}7&4\\4&1\end{pmatrix}.$$

Both have eigenvalues $4\pm5$, so they represent one Hamiltonian in two bases, with gap $10$. The first has $p=(1+\sqrt{1-36/100})/2=0.9$ and the second $p=(1+\sqrt{1-64/100})/2=0.8$. As a check, the upper eigenvectors are proportional to $(3,1)$ and $(2,1)$, with normalised squared components $(0.9,0.1)$ and $(0.8,0.2)$.

## What the Lean statements say

The scalars `𝕜` are real or complex, and `V` is the state space. A scheme is an `OrthonormalBasis (Fin 2) 𝕜 V`, which makes the space two-dimensional and labels the states 0 and 1. The definitions `weight`, `purity` and `offDiag` are $w_i$, $p$ and $v$. The Hamiltonian `T` is a linear map, and `IsEigenbasis T ψ E` says that the orthonormal states `ψ` are its eigenstates with real energies `E`. The theorem `isEigenbasis_of_isSymmetric` supplies such a basis for every symmetric `T`.

`purity_eq` is the formula for $p$, and `purer_iff` is the comparison of schemes, as an equivalence. Both assume `E k ≠ E l`, meaning that the levels are not degenerate. If they were, $v$ would vanish in every scheme, while the purity of a chosen eigenstate would still vary with the basis.

`matrix_purity` treats a real symmetric matrix directly and gives the larger squared component of a unit eigenvector as $(1+|a-b|/\sqrt{(a-b)^2+4v^2})/2$. Its hypothesis `hD` excludes multiples of the identity.

In atomic structure this justifies ranking $LS$, $jj$ or pair coupling by $|v|$ when the schemes are bases of the same two-dimensional space, as in the $sp$ example above. It says nothing about three or more mixing states, and the matrix elements of a particular atom have to come from elsewhere.

```lean
import Mathlib

open Matrix

namespace CouplingSchemePurity

noncomputable section

variable {𝕜 V : Type*} [RCLike 𝕜] [NormedAddCommGroup V] [InnerProductSpace 𝕜 V]

/-- The weight of the basis state `e i` in the state `x`: the squared modulus of the overlap. -/
def weight (e : OrthonormalBasis (Fin 2) 𝕜 V) (x : V) (i : Fin 2) : ℝ :=
  ‖inner 𝕜 (e i) x‖ ^ 2

/-- The purity of the state `x` in the coupling scheme `e`: the larger of its two weights. -/
def purity (e : OrthonormalBasis (Fin 2) 𝕜 V) (x : V) : ℝ :=
  max (weight e x 0) (weight e x 1)

/-- The off-diagonal element of the Hamiltonian `T` in the coupling scheme `e`. -/
def offDiag (T : V →ₗ[𝕜] V) (e : OrthonormalBasis (Fin 2) 𝕜 V) : 𝕜 :=
  inner 𝕜 (e 0) (T (e 1))

/-- The orthonormal states `ψ 0`, `ψ 1` are eigenstates of `T` with real energies `E 0`, `E 1`. -/
def IsEigenbasis (T : V →ₗ[𝕜] V) (ψ : OrthonormalBasis (Fin 2) 𝕜 V) (E : Fin 2 → ℝ) : Prop :=
  ∀ i, T (ψ i) = (E i : 𝕜) • ψ i

/-- Every symmetric Hamiltonian on a two-dimensional state space has an orthonormal basis of
eigenstates with real energies. -/
theorem isEigenbasis_of_isSymmetric [FiniteDimensional 𝕜 V] {T : V →ₗ[𝕜] V}
    (hT : T.IsSymmetric) (hn : Module.finrank 𝕜 V = 2) :
    IsEigenbasis T (hT.eigenvectorBasis hn) (hT.eigenvalues hn) :=
  fun i => hT.apply_eigenvectorBasis hn i

/-- The two weights of a normalised state add up to one. -/
theorem weight_add_weight (e : OrthonormalBasis (Fin 2) 𝕜 V) {x : V} (hx : ‖x‖ = 1) :
    weight e x 0 + weight e x 1 = 1 := by
  have h := EuclideanSpace.norm_sq_eq (e.repr x)
  rw [e.repr.norm_map, hx, Fin.sum_univ_two, e.repr_apply_apply, e.repr_apply_apply] at h
  unfold weight
  linarith

/-- The purity of a normalised state is at least one half. -/
theorem half_le_purity (e : OrthonormalBasis (Fin 2) 𝕜 V) {x : V} (hx : ‖x‖ = 1) :
    1 / 2 ≤ purity e x := by
  have h := weight_add_weight e hx
  have h0 : weight e x 0 ≤ purity e x := le_max_left _ _
  have h1 : weight e x 1 ≤ purity e x := le_max_right _ _
  linarith

/-- The off-diagonal element is the energy of either eigenstate minus that of the other, times the
product of the two overlaps of the first-named eigenstate with the basis states. -/
theorem offDiag_eq {T : V →ₗ[𝕜] V} {ψ : OrthonormalBasis (Fin 2) 𝕜 V} {E : Fin 2 → ℝ}
    (hψ : IsEigenbasis T ψ E) (e : OrthonormalBasis (Fin 2) 𝕜 V) {k l : Fin 2} (hkl : k ≠ l) :
    offDiag T e = ((E k : 𝕜) - (E l : 𝕜)) * inner 𝕜 (e 0) (ψ k) * inner 𝕜 (ψ k) (e 1) := by
  have hs : ∀ k l : Fin 2, k ≠ l → (Finset.univ : Finset (Fin 2)) = {k, l} := by decide
  -- expand the second basis state in eigenstates
  have h := ψ.sum_repr' (e 1)
  rw [hs k l hkl, Finset.sum_pair hkl] at h
  have hT := congrArg T h
  rw [map_add, map_smul, map_smul, hψ k, hψ l] at hT
  -- orthogonality of the two basis states removes one of the two terms
  have orth : inner 𝕜 (e 0) (e 1) = 0 := e.orthonormal.2 (by decide)
  have ho := congrArg (fun z => inner 𝕜 (e 0) z) h
  simp only [inner_add_right, inner_smul_right, orth] at ho
  unfold offDiag
  rw [← hT]
  simp only [inner_add_right, inner_smul_right]
  linear_combination (E l : 𝕜) * ho

/-- The squared modulus of the off-diagonal element is the squared gap times `p (1 - p)`, where `p`
is the purity of either eigenstate. -/
theorem norm_offDiag_sq {T : V →ₗ[𝕜] V} {ψ : OrthonormalBasis (Fin 2) 𝕜 V} {E : Fin 2 → ℝ}
    (hψ : IsEigenbasis T ψ E) (e : OrthonormalBasis (Fin 2) 𝕜 V) {k l : Fin 2} (hkl : k ≠ l) :
    ‖offDiag T e‖ ^ 2 = (E k - E l) ^ 2 * (purity e (ψ k) * (1 - purity e (ψ k))) := by
  have hw := weight_add_weight e (ψ.orthonormal.1 k)
  have hsymm : ‖inner 𝕜 (ψ k) (e 1)‖ = ‖inner 𝕜 (e 1) (ψ k)‖ := norm_inner_symm _ _
  have hv : ‖offDiag T e‖ ^ 2 = (E k - E l) ^ 2 * (weight e (ψ k) 0 * weight e (ψ k) 1) := by
    rw [offDiag_eq hψ e hkl, norm_mul, norm_mul, ← RCLike.ofReal_sub, RCLike.norm_ofReal,
      hsymm, mul_pow, mul_pow, sq_abs]
    unfold weight
    ring
  rw [hv]
  unfold purity
  rcases le_total (weight e (ψ k) 0) (weight e (ψ k) 1) with h | h
  · rw [max_eq_right h, show 1 - weight e (ψ k) 1 = weight e (ψ k) 0 by linarith]
    ring
  · rw [max_eq_left h, show 1 - weight e (ψ k) 0 = weight e (ψ k) 1 by linarith]

/-- For two levels of different energy, the purity of each eigenstate is
`(1 + √(1 - 4|v|²/g²)) / 2`, with `v` the off-diagonal element and `g` the energy gap. -/
theorem purity_eq {T : V →ₗ[𝕜] V} {ψ : OrthonormalBasis (Fin 2) 𝕜 V} {E : Fin 2 → ℝ}
    (hψ : IsEigenbasis T ψ E) (e : OrthonormalBasis (Fin 2) 𝕜 V) {k l : Fin 2}
    (hE : E k ≠ E l) :
    purity e (ψ k) = (1 + √(1 - 4 * ‖offDiag T e‖ ^ 2 / (E k - E l) ^ 2)) / 2 := by
  have hkl : k ≠ l := fun h => hE (congrArg E h)
  have hp := half_le_purity e (ψ.orthonormal.1 k)
  have h2 : 4 * ‖offDiag T e‖ ^ 2 / (E k - E l) ^ 2
      = 4 * (purity e (ψ k) * (1 - purity e (ψ k))) := by
    rw [div_eq_iff (pow_ne_zero 2 (sub_ne_zero.2 hE)), norm_offDiag_sq hψ e hkl]
    ring
  -- the radicand is a perfect square
  rw [h2, show 1 - 4 * (purity e (ψ k) * (1 - purity e (ψ k)))
    = (2 * purity e (ψ k) - 1) ^ 2 by ring, Real.sqrt_sq (by linarith)]
  ring

/-- Of two coupling schemes for the same two levels of different energy, `e` is purer than `f`
exactly when `e` has the smaller absolute off-diagonal element. -/
theorem purer_iff {T : V →ₗ[𝕜] V} {ψ : OrthonormalBasis (Fin 2) 𝕜 V} {E : Fin 2 → ℝ}
    (hψ : IsEigenbasis T ψ E) (e f : OrthonormalBasis (Fin 2) 𝕜 V) {k l : Fin 2}
    (hE : E k ≠ E l) :
    purity f (ψ k) < purity e (ψ k) ↔ ‖offDiag T e‖ < ‖offDiag T f‖ := by
  have hkl : k ≠ l := fun h => hE (congrArg E h)
  have hg : 0 < (E k - E l) ^ 2 := pow_pos_of_ne hE
  have he := half_le_purity e (ψ.orthonormal.1 k)
  have hf := half_le_purity f (ψ.orthonormal.1 k)
  have key : ‖offDiag T f‖ ^ 2 - ‖offDiag T e‖ ^ 2 = (E k - E l) ^ 2 *
      ((purity e (ψ k) - purity f (ψ k)) * (purity e (ψ k) + purity f (ψ k) - 1)) := by
    rw [norm_offDiag_sq hψ e hkl, norm_offDiag_sq hψ f hkl]
    ring
  constructor
  · intro h
    have hpos := mul_pos hg (mul_pos (sub_pos.2 h)
      (show 0 < purity e (ψ k) + purity f (ψ k) - 1 by linarith))
    exact lt_of_pow_lt_pow_left₀ 2 (norm_nonneg _) (by linarith)
  · intro h
    by_contra hn
    have hnonneg := mul_nonneg hg.le (mul_nonneg (sub_nonneg.2 (not_lt.1 hn))
      (show 0 ≤ purity e (ψ k) + purity f (ψ k) - 1 by linarith))
    nlinarith [norm_nonneg (offDiag T e), norm_nonneg (offDiag T f)]
where
  pow_pos_of_ne {a b : ℝ} (h : a ≠ b) : 0 < (a - b) ^ 2 :=
    lt_of_le_of_ne (sq_nonneg _) (Ne.symm (pow_ne_zero 2 (sub_ne_zero.2 h)))

/-- For a real symmetric matrix with diagonal `a`, `b` and off-diagonal `v`, not a multiple of the
identity, the larger squared component of a unit eigenvector is
`(1 + |a - b| / √((a - b)² + 4v²)) / 2`. -/
theorem matrix_purity {a b v E x y : ℝ} (hD : 0 < (a - b) ^ 2 + 4 * v ^ 2)
    (hn : x ^ 2 + y ^ 2 = 1) (h : !![a, v; v, b] *ᵥ ![x, y] = E • ![x, y]) :
    max (x ^ 2) (y ^ 2) = (1 + |a - b| / √((a - b) ^ 2 + 4 * v ^ 2)) / 2 := by
  have h0 : a * x + v * y = E * x := by
    simpa [Matrix.mulVec, dotProduct, Fin.sum_univ_two] using congrFun h 0
  have h1 : v * x + b * y = E * y := by
    simpa [Matrix.mulVec, dotProduct, Fin.sum_univ_two] using congrFun h 1
  -- eliminate the energy
  have key : (a - b) * (x * y) = v * (x ^ 2 - y ^ 2) := by
    linear_combination y * h0 - x * h1
  have hd : (x ^ 2 - y ^ 2) ^ 2 * ((a - b) ^ 2 + 4 * v ^ 2) = (a - b) ^ 2 := by
    linear_combination (-4) * ((a - b) * (x * y) + v * (x ^ 2 - y ^ 2)) * key
      + (a - b) ^ 2 * (x ^ 2 + y ^ 2 + 1) * hn
  have habs : |x ^ 2 - y ^ 2| = |a - b| / √((a - b) ^ 2 + 4 * v ^ 2) := by
    rw [eq_div_iff (Real.sqrt_pos.2 hD).ne', ← sq_eq_sq₀ (by positivity) (abs_nonneg _),
      mul_pow, sq_abs, sq_abs, Real.sq_sqrt hD.le]
    exact hd
  rw [← habs]
  rcases le_total (x ^ 2) (y ^ 2) with hxy | hxy
  · rw [max_eq_right hxy, abs_of_nonpos (by linarith)]
    linarith
  · rw [max_eq_left hxy, abs_of_nonneg (by linarith)]
    linarith

end

end CouplingSchemePurity
```

```lean
#print axioms CouplingSchemePurity.isEigenbasis_of_isSymmetric
#print axioms CouplingSchemePurity.purity_eq
#print axioms CouplingSchemePurity.purer_iff
#print axioms CouplingSchemePurity.matrix_purity
```

```
'CouplingSchemePurity.isEigenbasis_of_isSymmetric' depends on axioms: [propext, Classical.choice, Quot.sound]
'CouplingSchemePurity.purity_eq' depends on axioms: [propext, Classical.choice, Quot.sound]
'CouplingSchemePurity.purer_iff' depends on axioms: [propext, Classical.choice, Quot.sound]
'CouplingSchemePurity.matrix_purity' depends on axioms: [propext, Classical.choice, Quot.sound]
```

## From the overlaps to the comparison

`weight_add_weight` obtains the sum of the weights from the norm of the coordinate vector, and `half_le_purity` deduces $p\ge\tfrac12$.

`offDiag_eq` is the expansion in eigenstates. There `h` expands $e_1$, `hT` applies the Hamiltonian to it, and `ho` is the orthogonality relation. The closing `linear_combination` uses `E l` times `ho`, which corresponds to the subtraction made above.

`norm_offDiag_sq` takes squared moduli to reach $g^2w_0w_1$, then splits into two cases according to which weight is larger. In either case the product is $p(1-p)$.

In `purity_eq`, the radicand is rewritten as $(2p-1)^2$, and `Real.sqrt_sq` removes the root using $p\ge\tfrac12$. In `purer_iff`, `key` is the factorised difference of squares. One direction reads off its sign. The other supposes that $e$ is not purer, which gives $|v_f|\le|v_e|$ and contradicts the assumption.

`matrix_purity` takes a separate route. Eliminating the energy from the two components of the eigenvalue equation gives $(a-b)xy=v(x^2-y^2)$. Together with $x^2+y^2=1$, this yields

$$(x^2-y^2)^2\left((a-b)^2+4v^2\right)=(a-b)^2 .$$

A square root then gives $|x^2-y^2|$, and the larger squared component is $(1+|x^2-y^2|)/2$.
